# Drude and static limits of Mermin's susceptibility at a constant collision rate

## What a bare frequency shift gets wrong

Suppose that collisions at rate $g>0$ are added to an electron gas by replacing the frequency $w>0$ with $w+ig$ in its collisionless susceptibility. In a hydrodynamic gas with plasma frequency $w_p$, dispersion velocity $b$ and wave number $q$, the response as $w\to0^+$ becomes $w_p^2/(b^2q^2+g^2)$. The static response is $w_p^2/(b^2q^2)$, so static screening would depend on the collision rate. As $q\to0$ the shifted response tends to $-w_p^2/(w+ig)^2$ instead of the Drude form $-w_p^2/(w(w+ig))$.

Mermin's formula lets collisions relax the gas towards local equilibrium at the actual density, which conserves particle number. With $A$ the collisionless response at $w+ig$ and $B$ the static response, it reads

$$M=\frac{(1+ig/w)\,A}{1+(ig/w)\,A/B}.$$

With the dielectric function $1+M$, the loss function $\operatorname{Im}[-1/(1+M)]$ enters linear-response calculations of inelastic mean free paths and stopping powers; the results here concern $M$ at a constant real $g$.

## Two limits and their derivation

Multiplying numerator and denominator by $w$ gives

$$M=\frac{(w+ig)A}{w+ig\,A/B},\qquad M\,(wB+igA)=(w+ig)AB,$$

the second for $B\neq0$ and $wB+igA\neq0$.

**Long wavelengths.** Fix $w$, and let $A\to-w_p^2/(w+ig)^2$ and $|B|\to\infty$. Then $A/B\to0$, the denominator of the original formula tends to 1, and

$$M\to\frac{w+ig}{w}\cdot\frac{-w_p^2}{(w+ig)^2}=-\frac{w_p^2}{w(w+ig)}.$$

If this equalled the limit of $A$, cross-multiplication would give $w_p^2(w+ig)\,ig=0$, which is impossible.

**Static limit.** Fix $B\neq0$ and let $A\to A_0\neq0$ as $w\to0^+$. The cleared form gives

$$M\to\frac{igA_0}{igA_0/B}=B.$$

At $g=0$ the formula reduces to $M=A$, and the two long-wavelength expressions coincide.

## The hydrodynamic gas

Put $z=w+ig$, $k=b^2q^2$ and $D=k-z^2$, so that $A=w_p^2/D$ and $B=w_p^2/k$. For $b,q>0$, $D\neq0$ because its imaginary part is $-2wg$. Since $A/B=k/D$ and $wD+igk=z(k-wz)$,

$$M=\frac{z\,w_p^2/D}{z(k-wz)/D}=\frac{w_p^2}{b^2q^2-w(w+ig)}.$$

## How the Lean statements read

`mermin g w A B` takes real `g`, `w` and complex `A`, `B`. In `mermin_long_wavelength`, `A` and `B` are functions of a real variable `q`, and the filter `l` says how `q` moves; the physical choice is `𝓝[>] 0`, approach to zero from above. In `mermin_static`, `A` is a function of `w`, while `B` is constant.

These two theorems assume the behaviour of `A` and `B`. The witness theorems establish it for `hydro`, but not for the Lindhard function. Mermin's formula itself is taken as a definition, not derived from a kinetic equation.

Defining $M$ by the cleared form would be another way to model it. For non-zero $g$, $A$ and $B$, its value at $w=0$ would then be $B$, and the static result could be stated as continuity there. With the definition used, Lean's division by zero gives $A$ at $w=0$, so the limit is taken through positive frequencies.

```lean
import Mathlib

open Filter Topology
open Complex (I)

namespace MerminResponse

noncomputable section

/-- Mermin's susceptibility at frequency `w` and collision rate `g`, built from the
collisionless response `A` at frequency `w + i g` and the static response `B`. -/
def mermin (g w : ℝ) (A B : ℂ) : ℂ :=
  (1 + I * g / w) * A / (1 + I * g / w * (A / B))

/-- The hydrodynamic susceptibility of an electron gas with plasma frequency `wp` and
dispersion velocity `b`, at wave number `q` and complex frequency `z`. -/
def hydro (wp b q : ℝ) (z : ℂ) : ℂ :=
  (wp : ℂ) ^ 2 / ((b : ℂ) ^ 2 * (q : ℂ) ^ 2 - z ^ 2)

/-- A positive frequency shifted by an imaginary collision rate is not zero. -/
lemma shifted_ne_zero {w : ℝ} (g : ℝ) (hw : 0 < w) : (w : ℂ) + I * g ≠ 0 := by
  intro h
  have him : ((w : ℂ) + I * g).re = w := by simp
  rw [h, Complex.zero_re] at him
  linarith

/-- Mermin's susceptibility with the factor `1 / w` cleared from numerator and denominator. -/
theorem mermin_eq (g : ℝ) {w : ℝ} (hw : w ≠ 0) (A B : ℂ) :
    mermin g w A B = ((w : ℂ) + I * g) * A / ((w : ℂ) + I * g * (A / B)) := by
  have hw' : (w : ℂ) ≠ 0 := Complex.ofReal_ne_zero.mpr hw
  have e1 : (w : ℂ) * ((1 + I * g / w) * A) = ((w : ℂ) + I * g) * A := by
    field_simp
  have e2 : ∀ r : ℂ, (w : ℂ) * (1 + I * g / w * r) = (w : ℂ) + I * g * r := by
    intro r
    field_simp
  unfold mermin
  rw [← mul_div_mul_left _ _ hw', e1, e2]

/-- Mermin's susceptibility `M` obeys `M (w B + i g A) = (w + i g) A B`. -/
theorem mermin_balance (g : ℝ) {w : ℝ} (hw : w ≠ 0) {A B : ℂ} (hB : B ≠ 0)
    (hD : (w : ℂ) * B + I * g * A ≠ 0) :
    mermin g w A B * ((w : ℂ) * B + I * g * A) = ((w : ℂ) + I * g) * A * B := by
  have e : (w : ℂ) + I * g * (A / B) = ((w : ℂ) * B + I * g * A) / B := by
    field_simp
  rw [mermin_eq g hw, e, div_div_eq_mul_div, div_mul_cancel₀ _ hD]

/-- Long-wavelength limit: if `A` tends to `-wp² / (w + i g)²` while the static response
diverges, Mermin's susceptibility tends to the Drude form `-wp² / (w (w + i g))`, which
differs from the limit of `A`. -/
theorem mermin_long_wavelength {wp g w : ℝ} (hwp : 0 < wp) (hg : 0 < g) (hw : 0 < w)
    {l : Filter ℝ} {A B : ℝ → ℂ}
    (hA : Tendsto A l (𝓝 (-(wp : ℂ) ^ 2 / ((w : ℂ) + I * g) ^ 2)))
    (hB : Tendsto (fun q => ‖B q‖) l atTop) :
    Tendsto (fun q => mermin g w (A q) (B q)) l
      (𝓝 (-(wp : ℂ) ^ 2 / ((w : ℂ) * ((w : ℂ) + I * g)))) ∧
    -(wp : ℂ) ^ 2 / ((w : ℂ) * ((w : ℂ) + I * g)) ≠
      -(wp : ℂ) ^ 2 / ((w : ℂ) + I * g) ^ 2 := by
  have hz := shifted_ne_zero g hw
  have hw' : (w : ℂ) ≠ 0 := Complex.ofReal_ne_zero.mpr hw.ne'
  have hg' : (g : ℂ) ≠ 0 := Complex.ofReal_ne_zero.mpr hg.ne'
  have hp' : (wp : ℂ) ≠ 0 := Complex.ofReal_ne_zero.mpr hwp.ne'
  constructor
  · -- the ratio A / B vanishes, so the denominator tends to one
    have hBi : Tendsto (fun q => (B q)⁻¹) l (𝓝 0) := by
      rw [tendsto_zero_iff_norm_tendsto_zero]
      simp only [norm_inv]
      exact tendsto_inv_atTop_zero.comp hB
    have hR := hA.mul hBi
    rw [mul_zero] at hR
    have hD := (hR.const_mul (I * g / w)).const_add 1
    rw [mul_zero, add_zero] at hD
    have h := (hA.const_mul (1 + I * g / w)).div hD one_ne_zero
    have e : (1 + I * g / w) * (-(wp : ℂ) ^ 2 / ((w : ℂ) + I * g) ^ 2) / 1
        = -(wp : ℂ) ^ 2 / ((w : ℂ) * ((w : ℂ) + I * g)) := by
      have e1 : 1 + I * g / w = ((w : ℂ) + I * g) / w := by field_simp
      rw [e1]
      field_simp
    rw [e] at h
    refine h.congr (fun q => ?_)
    simp only [mermin, Pi.div_apply, div_eq_mul_inv]
  · -- equality of the two limits would force g = 0
    intro h
    rw [div_eq_div_iff (mul_ne_zero hw' hz) (pow_ne_zero 2 hz)] at h
    have h0 : (wp : ℂ) ^ 2 * ((w : ℂ) + I * g) * (I * g) = 0 := by
      linear_combination -h
    exact mul_ne_zero (mul_ne_zero (pow_ne_zero 2 hp') hz)
      (mul_ne_zero Complex.I_ne_zero hg') h0

/-- Static limit: at fixed non-zero static response `B`, Mermin's susceptibility tends to `B`
as the frequency falls to zero, whatever the non-zero limit `A0` of `A`. -/
theorem mermin_static {g : ℝ} (hg : 0 < g) {A : ℝ → ℂ} {A0 B : ℂ} (hA0 : A0 ≠ 0)
    (hB : B ≠ 0) (hA : Tendsto A (𝓝[>] 0) (𝓝 A0)) :
    Tendsto (fun w => mermin g w (A w) B) (𝓝[>] 0) (𝓝 B) := by
  have hg' : (g : ℂ) ≠ 0 := Complex.ofReal_ne_zero.mpr hg.ne'
  have hI : I ≠ 0 := Complex.I_ne_zero
  have hw : Tendsto (fun w : ℝ => (w : ℂ)) (𝓝[>] 0) (𝓝 ((0 : ℝ) : ℂ)) :=
    (Complex.continuous_ofReal.tendsto 0).mono_left nhdsWithin_le_nhds
  rw [Complex.ofReal_zero] at hw
  have hne : 0 + I * g * (A0 / B) ≠ 0 := by
    rw [zero_add]
    exact mul_ne_zero (mul_ne_zero hI hg') (div_ne_zero hA0 hB)
  -- take the limit in the form without 1 / w
  have h := ((hw.add_const (I * g)).mul hA).div
    (hw.add ((hA.div_const B).const_mul (I * g))) hne
  have e : (0 + I * g) * A0 / (0 + I * g * (A0 / B)) = B := by
    rw [zero_add, zero_add]
    field_simp
  rw [e] at h
  refine h.congr' ?_
  filter_upwards [self_mem_nhdsWithin] with w hw'
  exact (mermin_eq g (Set.mem_Ioi.mp hw').ne' (A w) B).symm

/-- Mermin's formula turns the hydrodynamic response into
`wp² / (b² q² - w (w + i g))`. -/
theorem mermin_hydro {wp b q g w : ℝ} (hwp : 0 < wp) (hb : 0 < b) (hq : 0 < q)
    (hg : 0 < g) (hw : 0 < w) :
    mermin g w (hydro wp b q ((w : ℂ) + I * g)) (hydro wp b q 0) =
      (wp : ℂ) ^ 2 / ((b : ℂ) ^ 2 * (q : ℂ) ^ 2 - (w : ℂ) * ((w : ℂ) + I * g)) := by
  have hz := shifted_ne_zero g hw
  have hp : (wp : ℂ) ≠ 0 := Complex.ofReal_ne_zero.mpr hwp.ne'
  have hk : (b : ℂ) ^ 2 * (q : ℂ) ^ 2 ≠ 0 :=
    mul_ne_zero (pow_ne_zero 2 (Complex.ofReal_ne_zero.mpr hb.ne'))
      (pow_ne_zero 2 (Complex.ofReal_ne_zero.mpr hq.ne'))
  have hwg := mul_pos hw hg
  -- damping keeps the collisionless denominator away from zero
  have hD : (b : ℂ) ^ 2 * (q : ℂ) ^ 2 - ((w : ℂ) + I * g) ^ 2 ≠ 0 := by
    intro h
    have him : ((b : ℂ) ^ 2 * (q : ℂ) ^ 2 - ((w : ℂ) + I * g) ^ 2).im = -(2 * (w * g)) := by
      simp [pow_two]
      ring
    rw [h, Complex.zero_im] at him
    linarith
  have rel : (w : ℂ) * ((b : ℂ) ^ 2 * (q : ℂ) ^ 2 - ((w : ℂ) + I * g) ^ 2)
      + I * g * ((b : ℂ) ^ 2 * (q : ℂ) ^ 2)
      = ((w : ℂ) + I * g) * ((b : ℂ) ^ 2 * (q : ℂ) ^ 2 - (w : ℂ) * ((w : ℂ) + I * g)) := by
    ring
  rw [mermin_eq g hw.ne']
  unfold hydro
  rw [zero_pow two_ne_zero, sub_zero]
  generalize (b : ℂ) ^ 2 * (q : ℂ) ^ 2 - ((w : ℂ) + I * g) ^ 2 = D at *
  generalize (b : ℂ) ^ 2 * (q : ℂ) ^ 2 - (w : ℂ) * ((w : ℂ) + I * g) = E at *
  generalize (b : ℂ) ^ 2 * (q : ℂ) ^ 2 = k at *
  have e1 : (wp : ℂ) ^ 2 / D / ((wp : ℂ) ^ 2 / k) = k / D := by field_simp
  have e2 : (w : ℂ) + I * g * (k / D) = ((w : ℂ) + I * g) * E / D := by
    rw [← rel]
    field_simp
  rw [e1, e2, ← mul_div_assoc, div_div_div_cancel_right₀ hD, mul_div_mul_left _ _ hz]

/-- The hydrodynamic response meets the two hypotheses of the long-wavelength limit
as `q` falls to zero. -/
theorem mermin_long_wavelength_witness {wp b w : ℝ} (g : ℝ) (hwp : 0 < wp) (hb : 0 < b)
    (hw : 0 < w) :
    Tendsto (fun q => hydro wp b q ((w : ℂ) + I * g)) (𝓝[>] 0)
      (𝓝 (-(wp : ℂ) ^ 2 / ((w : ℂ) + I * g) ^ 2)) ∧
    Tendsto (fun q => ‖hydro wp b q 0‖) (𝓝[>] 0) atTop := by
  have hz := shifted_ne_zero g hw
  constructor
  · have hc : ContinuousAt (fun q : ℝ => hydro wp b q ((w : ℂ) + I * g)) 0 := by
      unfold hydro
      refine ContinuousAt.div (by fun_prop) (by fun_prop) ?_
      rw [Complex.ofReal_zero, zero_pow two_ne_zero, mul_zero, zero_sub]
      exact neg_ne_zero.mpr (pow_ne_zero 2 hz)
    have e : hydro wp b 0 ((w : ℂ) + I * g) = -(wp : ℂ) ^ 2 / ((w : ℂ) + I * g) ^ 2 := by
      rw [hydro, Complex.ofReal_zero, zero_pow two_ne_zero, mul_zero, zero_sub, div_neg,
        neg_div]
    rw [← e]
    exact hc.tendsto.mono_left nhdsWithin_le_nhds
  · have h : Tendsto (fun q : ℝ => wp ^ 2 / b ^ 2 * (q⁻¹) ^ 2) (𝓝[>] 0) atTop :=
      Tendsto.const_mul_atTop (by positivity)
        ((tendsto_pow_atTop two_ne_zero).comp tendsto_inv_nhdsGT_zero)
    refine h.congr (fun q => ?_)
    have e : hydro wp b q 0 = ((wp ^ 2 / b ^ 2 * (q⁻¹) ^ 2 : ℝ) : ℂ) := by
      unfold hydro
      push_cast
      rw [zero_pow two_ne_zero, sub_zero]
      ring
    rw [e, Complex.norm_real, Real.norm_of_nonneg (by positivity)]

/-- As `w` falls to zero, the hydrodynamic response at `w + i g` tends to the non-zero value
`wp² / (b² q² + g²)`, which differs from the non-zero static response. -/
theorem mermin_static_witness {wp b q g : ℝ} (hwp : 0 < wp) (hb : 0 < b) (hq : 0 < q)
    (hg : 0 < g) :
    Tendsto (fun w : ℝ => hydro wp b q ((w : ℂ) + I * g)) (𝓝[>] 0)
      (𝓝 ((wp ^ 2 / (b ^ 2 * q ^ 2 + g ^ 2) : ℝ) : ℂ)) ∧
    ((wp ^ 2 / (b ^ 2 * q ^ 2 + g ^ 2) : ℝ) : ℂ) ≠ 0 ∧ hydro wp b q 0 ≠ 0 ∧
    ((wp ^ 2 / (b ^ 2 * q ^ 2 + g ^ 2) : ℝ) : ℂ) ≠ hydro wp b q 0 := by
  have hs : 0 < b ^ 2 * q ^ 2 + g ^ 2 := by positivity
  have hk : 0 < b ^ 2 * q ^ 2 := by positivity
  have e : (b : ℂ) ^ 2 * (q : ℂ) ^ 2 - (((0 : ℝ) : ℂ) + I * g) ^ 2
      = ((b ^ 2 * q ^ 2 + g ^ 2 : ℝ) : ℂ) := by
    push_cast
    linear_combination (-(g : ℂ) ^ 2) * Complex.I_sq
  have e0 : hydro wp b q 0 = ((wp ^ 2 / (b ^ 2 * q ^ 2) : ℝ) : ℂ) := by
    simp [hydro]
  refine ⟨?_, Complex.ofReal_ne_zero.mpr (by positivity), ?_, ?_⟩
  · have hc : ContinuousAt (fun w : ℝ => hydro wp b q ((w : ℂ) + I * g)) 0 := by
      unfold hydro
      refine ContinuousAt.div (by fun_prop) (by fun_prop) ?_
      rw [e]
      exact Complex.ofReal_ne_zero.mpr hs.ne'
    have ev : hydro wp b q (((0 : ℝ) : ℂ) + I * g)
        = ((wp ^ 2 / (b ^ 2 * q ^ 2 + g ^ 2) : ℝ) : ℂ) := by
      rw [hydro, e, Complex.ofReal_div, Complex.ofReal_pow]
    rw [← ev]
    exact hc.tendsto.mono_left nhdsWithin_le_nhds
  · rw [e0]
    exact Complex.ofReal_ne_zero.mpr (by positivity)
  · -- the two real values differ by the term g² in the denominator
    rw [e0]
    intro h
    have h' := Complex.ofReal_injective h
    rw [div_eq_div_iff hs.ne' hk.ne'] at h'
    have hpos : 0 < wp ^ 2 * g ^ 2 := by positivity
    nlinarith

end

end MerminResponse
```

```lean
#print axioms MerminResponse.mermin_balance
-- 'MerminResponse.mermin_balance' depends on axioms: [propext, Classical.choice, Quot.sound]
#print axioms MerminResponse.mermin_long_wavelength
-- 'MerminResponse.mermin_long_wavelength' depends on axioms: [propext, Classical.choice, Quot.sound]
#print axioms MerminResponse.mermin_static
-- 'MerminResponse.mermin_static' depends on axioms: [propext, Classical.choice, Quot.sound]
#print axioms MerminResponse.mermin_hydro
-- 'MerminResponse.mermin_hydro' depends on axioms: [propext, Classical.choice, Quot.sound]
```

## How the proof follows the algebra

`shifted_ne_zero` reads off the real part of $w+ig$. `mermin_eq` clears $1/w$, and `mermin_balance` gives the identity without divisions.

In `mermin_long_wavelength`, `hBi` turns $|B|\to\infty$ into $B^{-1}\to0$, `hR` gives $A/B\to0$, and `hD` sends the denominator to 1. The quotient rule for limits finishes the first part; `linear_combination` produces the impossible product in the second.

`mermin_static` takes the limit of the cleared form, with `hne` supplying its non-zero limiting denominator. The final `filter_upwards` restricts attention to $w>0$, where `mermin_eq` identifies that form with $M$.

In `mermin_hydro`, `rel` is the factorisation $wD+igk=z(k-wz)$, after which $D$ and $z$ cancel.

`mermin_long_wavelength_witness` obtains the limit of $A$ by continuity at $q=0$ and the divergence of $|B|$ from $w_p^2/(b^2q^2)$. `mermin_static_witness` uses continuity at $w=0$, then shows that the shifted response misses the static one: equality would force $w_p^2g^2=0$.
